# A lower bound on the one-dimensional Coulomb indirect energy from the mean particle count

In a simulation of parallel charged sheets, the sampled density can be accumulated from left to right, and the running total gives a lower bound on the sample's mean repulsion beyond its Hartree part. The sheets act as \(N\) unit charges on a line. Two of them, at \(a\) and \(b\), have energy \(-|a-b|\), in units that absorb the field constant. In density functional theory the corresponding part of the electron repulsion contributes to the exchange-correlation energy; here the state is a finite classical ensemble in one dimension.

## Energies and counts

Configuration \(\omega\), from a finite set `Ω`, has weight \(p_\omega\) and positions \(X_{\omega i}\), with \(i\) in `Fin N`. The Coulomb energy is `coulomb`. The auxiliary interaction \(\ell_t(a,b)\), `layer t a b`, is \(-1\) if exactly one of \(a,b\) is at or left of \(t\), and zero otherwise.

```lean
import Mathlib

open MeasureTheory

namespace SharpCoulombOneDim

noncomputable section

variable {N : ℕ} {Ω : Type*} [Fintype Ω]

/-- The one-dimensional Coulomb repulsion of two unit charges at `a` and `b`. -/
def coulomb (a b : ℝ) : ℝ := -|a - b|

/-- The layer interaction at `t`: energy `-1` if exactly one of the two particles
lies at or left of `t`, and zero otherwise. -/
def layer (t a b : ℝ) : ℝ := if (a ≤ t ↔ b ≤ t) then 0 else -1
```

For any pair interaction \(v\), define the pair, Hartree and indirect energies

\[
P_v(x)=\sum_{i<j}v(x_i,x_j),\qquad
H_v=\tfrac12\sum_{\omega,\omega'}p_\omega p_{\omega'}\sum_{i,j}v(X_{\omega i},X_{\omega' j}),\qquad
E_v=\sum_\omega p_\omega P_v(X_\omega)-H_v .
\]

The Hartree sum includes \(i=j\), because it compares independent copies. The zero of energy is at contact: for weights of total one, adding a constant \(c\) to \(v\) would shift \(E_v\) by \(-cN/2\).

```lean
/-- The interaction energy of a configuration, summed over pairs `i < j`. -/
def pairEnergy (v : ℝ → ℝ → ℝ) (x : Fin N → ℝ) : ℝ :=
  ∑ i, ∑ j with i < j, v (x i) (x j)

/-- The Hartree energy: half the mean interaction between a configuration and an
independent copy. -/
def hartreeEnergy (v : ℝ → ℝ → ℝ) (p : Ω → ℝ) (X : Ω → Fin N → ℝ) : ℝ :=
  (1 / 2) * ∑ ω, ∑ ω', p ω * p ω' * ∑ i, ∑ j, v (X ω i) (X ω' j)

/-- The indirect energy: mean interaction energy minus Hartree energy. -/
def indirectEnergy (v : ℝ → ℝ → ℝ) (p : Ω → ℝ) (X : Ω → Fin N → ℝ) : ℝ :=
  (∑ ω, p ω * pairEnergy v (X ω)) - hartreeEnergy v p X
```

Let \(C_\omega(t)\) be the number of particles at or left of \(t\), \(m(t)=\sum_\omega p_\omega C_\omega(t)\) its mean and \(V(t)=\sum_\omega p_\omega(C_\omega(t)-m(t))^2\) its variance.

```lean
/-- The number of particles at or left of `t`. -/
def countLeft (x : Fin N → ℝ) (t : ℝ) : ℕ := (Finset.univ.filter fun i => x i ≤ t).card

/-- The mean number of particles at or left of `t`. -/
def meanCount (p : Ω → ℝ) (X : Ω → Fin N → ℝ) (t : ℝ) : ℝ :=
  ∑ ω, p ω * (countLeft (X ω) t : ℝ)

/-- The variance of the number of particles at or left of `t`. -/
def countVar (p : Ω → ℝ) (X : Ω → Fin N → ℝ) (t : ℝ) : ℝ :=
  ∑ ω, p ω * ((countLeft (X ω) t : ℝ) - meanCount p X t) ^ 2
```

The weights are arbitrary reals until `hp` sets their total to one and `h0` makes them non-negative.

## (a) Integrating one layer

Show that \(\ell_t(a,b)\) is integrable in \(t\), with

\[\int \ell_t(a,b)\,dt=-|a-b|.\]

The integrand is \(-1\) for \(\min(a,b)\le t<\max(a,b)\) and zero elsewhere. That interval has length \(|a-b|\). In Lean, `key` rewrites the layer as this indicator function.

```lean
/-- The Coulomb repulsion is the integral of the layer interactions over all `t`. -/
theorem integral_layer (a b : ℝ) :
    Integrable (fun t => layer t a b) ∧ (∫ t, layer t a b) = coulomb a b := by
  have key : (fun t => layer t a b) =
      (Set.Ico (min a b) (max a b)).indicator (fun _ => (-1 : ℝ)) := by
    funext t
    simp only [layer, Set.indicator_apply, Set.mem_Ico, min_le_iff, ← not_le]
    by_cases h1 : a ≤ t <;> by_cases h2 : b ≤ t <;> simp [h1, h2]
  have hI : IntegrableOn (fun _ : ℝ => (-1 : ℝ)) (Set.Icc (min a b) (max a b)) :=
    continuous_const.integrableOn_Icc
  rw [key]
  refine ⟨(integrable_indicator_iff measurableSet_Ico).2
    (hI.mono_set Set.Ico_subset_Icc_self), ?_⟩
  rw [integral_indicator measurableSet_Ico, setIntegral_const, measureReal_def,
    Real.volume_Ico, ENNReal.toReal_ofReal (sub_nonneg.2 min_le_max),
    max_sub_min_eq_abs', coulomb]
  simp
```

## (b) Finite sums of integrals

Let each \(F_i\) be integrable with integral \(c_i\). Show that, for a finite set \(s\),

\[\int\sum_{i\in s}F_i(t)\,dt=\sum_{i\in s}c_i .\]

Additivity of the integral, applied one term at a time, gives this. Lean uses Mathlib's rule for finite sums and then inserts the known values.

```lean
/-- Integrable contributions with known integrals may be summed over a finite family. -/
theorem integral_sum {ι : Type*} (s : Finset ι) {F : ι → ℝ → ℝ} {c : ι → ℝ}
    (h : ∀ i, Integrable (F i) ∧ (∫ t, F i t) = c i) :
    Integrable (fun t => ∑ i ∈ s, F i t) ∧ (∫ t, ∑ i ∈ s, F i t) = ∑ i ∈ s, c i :=
  ⟨MeasureTheory.integrable_finsetSum s fun i _ => (h i).1,
    (MeasureTheory.integral_finsetSum s fun i _ => (h i).1).trans
      (Finset.sum_congr rfl fun i _ => (h i).2)⟩
```

## (c) From layers to Coulomb

Show that

\[\int E_{\ell_t}\,dt=E_{\rm coulomb}.\]

\(E_v\) is a finite linear combination of values of \(v\), with coefficients independent of \(t\). Integrate each value by (a) and add by (b). Lean treats the mean pair energy in `hm` and the Hartree energy in `hh`, then subtracts.

```lean
/-- The Coulomb indirect energy is the integral of the layer indirect energies. -/
theorem integral_indirect (p : Ω → ℝ) (X : Ω → Fin N → ℝ) :
    Integrable (fun t => indirectEnergy (layer t) p X) ∧
      (∫ t, indirectEnergy (layer t) p X) = indirectEnergy coulomb p X := by
  have hm : Integrable (fun t => ∑ ω, p ω * pairEnergy (layer t) (X ω)) ∧
      (∫ t, ∑ ω, p ω * pairEnergy (layer t) (X ω)) =
        ∑ ω, p ω * pairEnergy coulomb (X ω) := by
    unfold pairEnergy
    refine integral_sum _ fun ω => ?_
    have h := integral_sum Finset.univ fun i =>
      integral_sum (Finset.univ.filter fun j => i < j) fun j =>
        integral_layer (X ω i) (X ω j)
    exact ⟨h.1.const_mul _, (integral_const_mul _ _).trans (congrArg (p ω * ·) h.2)⟩
  have hh : Integrable (fun t => hartreeEnergy (layer t) p X) ∧
      (∫ t, hartreeEnergy (layer t) p X) = hartreeEnergy coulomb p X := by
    unfold hartreeEnergy
    have h := integral_sum Finset.univ fun ω => integral_sum Finset.univ fun ω' =>
      have g := integral_sum Finset.univ fun i => integral_sum Finset.univ fun j =>
        integral_layer (X ω i) (X ω' j)
      And.intro (g.1.const_mul (p ω * p ω'))
        ((integral_const_mul _ _).trans (congrArg (p ω * p ω' * ·) g.2))
    exact ⟨h.1.const_mul _, (integral_const_mul _ _).trans (congrArg ((1 / 2 : ℝ) * ·) h.2)⟩
  exact ⟨hm.1.sub hh.1, (integral_sub hm.1 hh.1).trans (congrArg₂ (· - ·) hm.2 hh.2)⟩
```

## (d) Two configurations in one layer

Let \(x,y\) have counts \(A,B\) at \(t\). Show that

\[\sum_{i,j}\ell_t(x_i,y_j)=2AB-NA-NB.\]

Let \(a_i\) be 1 if \(x_i\le t\) and 0 otherwise, and define \(b_j\) likewise from \(y_j\). Then \(\ell_t(x_i,y_j)=2a_ib_j-a_i-b_j\) in all four cases, which `hl` checks. Summation gives the result.

```lean
/-- The layer interaction between two configurations depends only on their counts. -/
theorem cross_layer (x y : Fin N → ℝ) (t : ℝ) :
    ∑ i, ∑ j, layer t (x i) (y j) = 2 * (countLeft x t : ℝ) * (countLeft y t : ℝ)
      - N * (countLeft x t : ℝ) - N * (countLeft y t : ℝ) := by
  have hc : ∀ z : Fin N → ℝ, (countLeft z t : ℝ) = ∑ i, if z i ≤ t then (1 : ℝ) else 0 := by
    intro z
    simp [countLeft]
  have hl : ∀ a b, layer t a b = 2 * (if a ≤ t then (1 : ℝ) else 0) *
      (if b ≤ t then (1 : ℝ) else 0) - (if a ≤ t then (1 : ℝ) else 0)
      - (if b ≤ t then (1 : ℝ) else 0) := by
    intro a b
    unfold layer
    by_cases h1 : a ≤ t <;> by_cases h2 : b ≤ t <;> norm_num [h1, h2]
  simp only [hl, hc, Finset.sum_sub_distrib, ← Finset.mul_sum, ← Finset.sum_mul,
    Finset.sum_const, Finset.card_univ, Fintype.card_fin, nsmul_eq_mul]
```

## (e) One configuration in one layer

For a configuration \(x\) with count \(C\) at \(t\), show that

\[P_{\ell_t}(x)=-C(N-C).\]

Put \(y=x\) in (d): the full double sum is \(2C^2-2NC\). Its diagonal vanishes and each pair occurs twice, so halve it. `h2` splits the sum into \(i<j\) and \(j<i\), and `h3` identifies the halves.

```lean
/-- The layer energy of a configuration is minus the number of particles at or left of
`t` times the number right of `t`. -/
theorem pair_layer (x : Fin N → ℝ) (t : ℝ) :
    pairEnergy (layer t) x = -((countLeft x t : ℝ) * (N - (countLeft x t : ℝ))) := by
  have hsym : ∀ a b, layer t a b = layer t b a := by
    intro a b
    unfold layer
    by_cases h1 : a ≤ t <;> by_cases h2 : b ≤ t <;> simp [h1, h2]
  -- the full double sum counts each pair twice
  have h2 : ∑ i, ∑ j, layer t (x i) (x j) =
      (∑ i, ∑ j, if i < j then layer t (x i) (x j) else 0) +
        ∑ i, ∑ j, if j < i then layer t (x j) (x i) else 0 := by
    rw [← Finset.sum_add_distrib]
    refine Finset.sum_congr rfl fun i _ => ?_
    rw [← Finset.sum_add_distrib]
    refine Finset.sum_congr rfl fun j _ => ?_
    rcases lt_trichotomy i j with h | h | h
    · rw [if_pos h, if_neg (lt_asymm h), add_zero]
    · subst h
      simp [layer]
    · rw [if_neg (lt_asymm h), if_pos h, zero_add, hsym]
  have h3 : (∑ i, ∑ j, if j < i then layer t (x j) (x i) else 0) =
      ∑ i, ∑ j, if i < j then layer t (x i) (x j) else 0 := Finset.sum_comm
  have hc := cross_layer x x t
  rw [h2, h3] at hc
  simp only [pairEnergy, Finset.sum_filter]
  linear_combination hc / 2
```

## (f) Affine averages

For total weight one and real \(a,b\), show that

\[\sum_\omega p_\omega(aC_\omega+b)=am+b.\]

The left side is \(a\sum_\omega p_\omega C_\omega+b\sum_\omega p_\omega\), and the last sum is one.

```lean
/-- For weights of total one, the mean of an affine function of the count is that
function of the mean count. -/
theorem mean_affine {p : Ω → ℝ} (X : Ω → Fin N → ℝ) (hp : ∑ ω, p ω = 1) (t a b : ℝ) :
    ∑ ω, p ω * (a * (countLeft (X ω) t : ℝ) + b) = a * meanCount p X t + b := by
  have h : ∀ ω, p ω * (a * (countLeft (X ω) t : ℝ) + b) =
      a * (p ω * (countLeft (X ω) t : ℝ)) + p ω * b := fun ω => by ring
  rw [Finset.sum_congr rfl fun ω _ => h ω, Finset.sum_add_distrib, ← Finset.mul_sum,
    ← Finset.sum_mul, hp, one_mul, meanCount]
```

## (g) The indirect energy of a layer

For total weight one, show that

\[E_{\ell_t}=V(t).\]

By (e), the mean pair energy is \(\sum_\omega p_\omega C_\omega^2-Nm\). By (d), the Hartree energy is

\[\tfrac12(2m^2-2Nm)=m^2-Nm.\]

Their difference is \(\sum_\omega p_\omega C_\omega^2-m^2=V\). In Lean, `e1` evaluates the first average and `e2` the inner Hartree sum, both through (f).

```lean
/-- For weights of total one, the indirect energy of the layer interaction at `t` is
the variance of the count at `t`. -/
theorem indirect_layer {p : Ω → ℝ} (X : Ω → Fin N → ℝ) (hp : ∑ ω, p ω = 1) (t : ℝ) :
    indirectEnergy (layer t) p X = countVar p X t := by
  unfold indirectEnergy hartreeEnergy
  simp only [pair_layer, cross_layer]
  have e1 : ∑ ω, p ω * -((countLeft (X ω) t : ℝ) * (N - (countLeft (X ω) t : ℝ))) =
      countVar p X t + ((2 * meanCount p X t - N) * meanCount p X t
        + -(meanCount p X t) ^ 2) := by
    rw [← mean_affine X hp t (2 * meanCount p X t - N) (-(meanCount p X t) ^ 2),
      countVar, ← Finset.sum_add_distrib]
    exact Finset.sum_congr rfl fun ω _ => by ring
  have e2 : ∀ ω, ∑ ω', p ω * p ω' * (2 * (countLeft (X ω) t : ℝ) * (countLeft (X ω') t : ℝ)
      - N * (countLeft (X ω) t : ℝ) - N * (countLeft (X ω') t : ℝ)) =
      p ω * ((2 * meanCount p X t - N) * (countLeft (X ω) t : ℝ)
        + -(N * meanCount p X t)) := by
    intro ω
    have a := mean_affine X hp t (2 * (countLeft (X ω) t : ℝ) - N)
      (-(N * (countLeft (X ω) t : ℝ)))
    have b := congrArg (p ω * ·) a
    simp only [Finset.mul_sum] at b
    refine (Finset.sum_congr rfl fun ω' _ => ?_).trans (b.trans ?_) <;> ring
  rw [e1, Finset.sum_congr rfl fun ω _ => e2 ω, mean_affine X hp]
  ring
```

## (h) Variance and a shifted product

For total weight one and real \(k\), show that

\[\sum_\omega p_\omega(C_\omega-k)(C_\omega-k-1)=V-(m-k)\bigl(1-(m-k)\bigr).\]

With \(d=m-k\), the mean of \((C_\omega-k)^2\) is \(V+d^2\). Subtracting the mean \(d\) of \(C_\omega-k\) leaves \(V-d(1-d)\).

```lean
/-- For weights of total one, the mean of `(C - k)(C - k - 1)` measures how far the
variance of the count `C` lies above `(m - k)(1 - (m - k))`, with `m` the mean count. -/
theorem variance_excess {p : Ω → ℝ} (X : Ω → Fin N → ℝ) (hp : ∑ ω, p ω = 1) (t k : ℝ) :
    ∑ ω, p ω * (((countLeft (X ω) t : ℝ) - k) * ((countLeft (X ω) t : ℝ) - k - 1)) =
      countVar p X t - (meanCount p X t - k) * (1 - (meanCount p X t - k)) := by
  have a := mean_affine X hp t (2 * meanCount p X t - 2 * k - 1)
    (k ^ 2 + k - (meanCount p X t) ^ 2)
  have b : ∑ ω, p ω * (((countLeft (X ω) t : ℝ) - k) * ((countLeft (X ω) t : ℝ) - k - 1)) =
      countVar p X t + ∑ ω, p ω * ((2 * meanCount p X t - 2 * k - 1) *
        (countLeft (X ω) t : ℝ) + (k ^ 2 + k - (meanCount p X t) ^ 2)) := by
    rw [countVar, ← Finset.sum_add_distrib]
    exact Finset.sum_congr rfl fun ω _ => by ring
  rw [b, a]
  ring
```

## (i) The Coulomb indirect energy as fluctuations

For total weight one, show that \(V\) is integrable and

\[E_{\rm coulomb}=\int V(t)\,dt.\]

Insert (g) into (c).

```lean
/-- For weights of total one, the Coulomb indirect energy is the integral over `t` of the
variance of the number of particles at or left of `t`, and this variance is integrable. -/
theorem indirect_eq_integral_variance {p : Ω → ℝ} (X : Ω → Fin N → ℝ)
    (hp : ∑ ω, p ω = 1) :
    Integrable (fun t => countVar p X t) ∧
      indirectEnergy coulomb p X = ∫ t, countVar p X t := by
  have h := integral_indirect p X
  simp only [indirect_layer X hp] at h
  exact ⟨h.1, h.2.symm⟩
```

## (j) The lower bound

Now let the weights also be non-negative, and let \(f=m-\lfloor m\rfloor\), `Int.fract` in Lean. Show that

\[E_{\rm coulomb}\ge\int f(t)\bigl(1-f(t)\bigr)\,dt.\]

Take \(k=\lfloor m\rfloor\) in (h). Each \(z=C_\omega-k\) is an integer, so \(z(z-1)\ge0\) and \(V\ge f(1-f)\); this is `hle`. Since \(m\) is non-decreasing (`hmono`), \(f\) is measurable. The bounds \(0\le f(1-f)\le V\) then give integrability, and integration finishes the argument.

```lean
/-- For a probability on configurations, the Coulomb indirect energy is at least the
integral of `f (1 - f)`, with `f` the fractional part of the mean count; the integrand
is integrable. -/
theorem sharp_coulomb_bound {p : Ω → ℝ} (X : Ω → Fin N → ℝ) (h0 : ∀ ω, 0 ≤ p ω)
    (hp : ∑ ω, p ω = 1) :
    Integrable (fun t => Int.fract (meanCount p X t) * (1 - Int.fract (meanCount p X t))) ∧
      (∫ t, Int.fract (meanCount p X t) * (1 - Int.fract (meanCount p X t))) ≤
        indirectEnergy coulomb p X := by
  obtain ⟨hV, hE⟩ := indirect_eq_integral_variance X hp
  -- an integer count never lies strictly between two neighbouring integers
  have hle : ∀ t, Int.fract (meanCount p X t) * (1 - Int.fract (meanCount p X t)) ≤
      countVar p X t := by
    intro t
    have hz : ∀ z : ℤ, 0 ≤ z * (z - 1) := by
      intro z
      rcases le_or_gt z 0 with h | h
      · nlinarith
      · exact mul_nonneg h.le (by omega)
    have hs := variance_excess X hp t (⌊meanCount p X t⌋ : ℝ)
    have hn : 0 ≤ ∑ ω, p ω * (((countLeft (X ω) t : ℝ) - (⌊meanCount p X t⌋ : ℝ)) *
        ((countLeft (X ω) t : ℝ) - (⌊meanCount p X t⌋ : ℝ) - 1)) :=
      Finset.sum_nonneg fun ω _ => mul_nonneg (h0 ω)
        (by exact_mod_cast hz ((countLeft (X ω) t : ℤ) - ⌊meanCount p X t⌋))
    rw [hs, Int.self_sub_floor] at hn
    linarith
  have hmono : Monotone (meanCount p X) := by
    intro s t hst
    refine Finset.sum_le_sum fun ω _ => mul_le_mul_of_nonneg_left ?_ (h0 ω)
    have hc : countLeft (X ω) s ≤ countLeft (X ω) t := by
      refine Finset.card_le_card fun i hi => ?_
      simp only [Finset.mem_filter, Finset.mem_univ, true_and] at hi ⊢
      exact hi.trans hst
    exact_mod_cast hc
  have hf : Measurable fun t => Int.fract (meanCount p X t) :=
    measurable_fract.comp hmono.measurable
  have hI : Integrable
      (fun t => Int.fract (meanCount p X t) * (1 - Int.fract (meanCount p X t))) := by
    refine hV.mono' (hf.mul (measurable_const.sub hf)).aestronglyMeasurable
      (Filter.Eventually.of_forall fun t => ?_)
    rw [Real.norm_of_nonneg (mul_nonneg (Int.fract_nonneg _)
      (sub_nonneg.2 (Int.fract_lt_one _).le))]
    exact hle t
  exact ⟨hI, hE ▸ integral_mono hI hV hle⟩
```

## (k) A condition for equality

Suppose that, at every \(t\), the counts of any two configurations of positive weight differ by at most one. Show that

\[E_{\rm coulomb}=\int f(t)\bigl(1-f(t)\bigr)\,dt.\]

Fix \(\omega\) with \(p_\omega>0\). Every count that occurs is within one of \(C_\omega\), and \(\omega\) itself contributes difference zero, so \(|m-C_\omega|<1\). The inequalities `up` and `lo` express this. Hence \(C_\omega\) is \(\lfloor m\rfloor\) or \(\lfloor m\rfloor+1\), every term in (h) vanishes, and \(V=f(1-f)\). Integrate using (i).

```lean
/-- The bound is attained by a probability on configurations if, at every `t`, the counts
of any two configurations of positive weight differ by at most one. -/
theorem sharp_coulomb_bound_attained {p : Ω → ℝ} (X : Ω → Fin N → ℝ) (h0 : ∀ ω, 0 ≤ p ω)
    (hp : ∑ ω, p ω = 1)
    (h : ∀ ω ω', 0 < p ω → 0 < p ω' → ∀ t, countLeft (X ω) t ≤ countLeft (X ω') t + 1) :
    indirectEnergy coulomb p X =
      ∫ t, Int.fract (meanCount p X t) * (1 - Int.fract (meanCount p X t)) := by
  rw [(indirect_eq_integral_variance X hp).2]
  refine integral_congr_ae (Filter.Eventually.of_forall fun t => ?_)
  have hs := variance_excess X hp t (⌊meanCount p X t⌋ : ℝ)
  rw [Int.self_sub_floor, Finset.sum_eq_zero] at hs
  · exact (sub_eq_zero.1 hs.symm)
  intro ω _
  rcases (h0 ω).eq_or_lt with hω | hω
  · rw [← hω, zero_mul]
  -- the mean count lies strictly within one of every count that occurs
  have up : 0 < ∑ ω', p ω' * ((-1) * (countLeft (X ω') t : ℝ)
      + ((countLeft (X ω) t : ℝ) + 1)) := by
    refine Finset.sum_pos' (fun ω' _ => ?_) ⟨ω, Finset.mem_univ _, mul_pos hω (by linarith)⟩
    rcases (h0 ω').eq_or_lt with h' | h'
    · rw [← h', zero_mul]
    · have hc : (countLeft (X ω') t : ℝ) ≤ (countLeft (X ω) t : ℝ) + 1 := by
        exact_mod_cast h ω' ω h' hω t
      exact mul_nonneg h'.le (by linarith)
  have lo : 0 < ∑ ω', p ω' * (1 * (countLeft (X ω') t : ℝ)
      + (1 - (countLeft (X ω) t : ℝ))) := by
    refine Finset.sum_pos' (fun ω' _ => ?_) ⟨ω, Finset.mem_univ _, mul_pos hω (by linarith)⟩
    rcases (h0 ω').eq_or_lt with h' | h'
    · rw [← h', zero_mul]
    · have hc : (countLeft (X ω) t : ℝ) ≤ (countLeft (X ω') t : ℝ) + 1 := by
        exact_mod_cast h ω ω' hω h' t
      exact mul_nonneg h'.le (by linarith)
  rw [mean_affine X hp] at up lo
  have f1 := Int.floor_le (meanCount p X t)
  have f2 := Int.lt_floor_add_one (meanCount p X t)
  have k1 : ⌊meanCount p X t⌋ < (countLeft (X ω) t : ℤ) + 1 := by
    have : (⌊meanCount p X t⌋ : ℝ) < (countLeft (X ω) t : ℝ) + 1 := by linarith
    exact_mod_cast this
  have k2 : (countLeft (X ω) t : ℤ) < ⌊meanCount p X t⌋ + 2 := by
    have : (countLeft (X ω) t : ℝ) < (⌊meanCount p X t⌋ : ℝ) + 2 := by linarith
    exact_mod_cast this
  have k3 : (countLeft (X ω) t : ℤ) = ⌊meanCount p X t⌋ ∨
      (countLeft (X ω) t : ℤ) = ⌊meanCount p X t⌋ + 1 := by omega
  rcases k3 with k | k
  · have kr : (countLeft (X ω) t : ℝ) = (⌊meanCount p X t⌋ : ℝ) := by exact_mod_cast k
    rw [kr]
    ring
  · have kr : (countLeft (X ω) t : ℝ) = (⌊meanCount p X t⌋ : ℝ) + 1 := by exact_mod_cast k
    rw [kr]
    ring

end

end SharpCoulombOneDim
```

```lean
#print axioms SharpCoulombOneDim.sharp_coulomb_bound
#print axioms SharpCoulombOneDim.sharp_coulomb_bound_attained
```

```
'SharpCoulombOneDim.sharp_coulomb_bound' depends on axioms: [propext, Classical.choice, Quot.sound]
'SharpCoulombOneDim.sharp_coulomb_bound_attained' depends on axioms: [propext, Classical.choice, Quot.sound]
```

## Evaluating the bound from samples

Sort all sampled positions into \(t_1\le\dots\le t_M\). Between neighbours \(f\) has a constant value \(f_r\), and outside the range it is zero, so the integral is

\[\sum_{r=1}^{M-1}f_r(1-f_r)(t_{r+1}-t_r).\]

Adding the Hartree energy of the same ensemble gives a lower bound on its mean repulsion. Here the ensemble is the set of samples itself. The theorems above are stated for finite ensembles and do not cover a continuous distribution, whether the thermal one behind a simulation or a quantum \(|\Psi|^2\).
